# The squared nuclear gradient of a wavefunction of relative electron positions is the normal plus twice the specific mass-shift density

The nucleus enters as a point $R$ on which the wavefunction depends only through the relative positions $r_i-R$, so the function to differentiate is $F(R)=\psi(r_1-R,\dots,r_N-R)$. For real $\psi$, differentiable at the configuration $r$, the file proves that $\|\nabla F(0)\|^2$ is the sum of the squared electron gradients $\|\nabla_i\psi(r)\|^2$ plus twice the sum over pairs $i<j$ of the inner products $\langle\nabla_i\psi(r),\nabla_j\psi(r)\rangle$.

```lean
import Mathlib

open Finset

namespace MassShiftDensity

noncomputable section

/-- Three-dimensional Euclidean space, where each electron lives. -/
abbrev E3 := EuclideanSpace ℝ (Fin 3)

variable {N : ℕ} {ψ : (Fin N → E3) → ℝ} {r : Fin N → E3}

/-- The gradient of the wavefunction with respect to the position of electron `i`,
all other electrons being held fixed. -/
def electronGrad (ψ : (Fin N → E3) → ℝ) (r : Fin N → E3) (i : Fin N) : E3 :=
  gradient (fun x => ψ (Function.update r i x)) (r i)

/-- The wavefunction as a function of the nuclear position `R`, when it depends only on
the electron positions relative to the nucleus. -/
def nuclearShift (ψ : (Fin N → E3) → ℝ) (r : Fin N → E3) (R : E3) : ℝ :=
  ψ (fun i => r i - R)

/-- The normal mass-shift density: the sum of the squared one-electron gradients. -/
def normalDensity (ψ : (Fin N → E3) → ℝ) (r : Fin N → E3) : ℝ :=
  ∑ i, ‖electronGrad ψ r i‖ ^ 2

/-- The specific mass-shift density: the sum over electron pairs of the inner products
of their gradients. -/
def specificDensity (ψ : (Fin N → E3) → ℝ) (r : Fin N → E3) : ℝ :=
  ∑ i, ∑ j with i < j, inner ℝ (electronGrad ψ r i) (electronGrad ψ r j)

/-- If the wavefunction is differentiable at `r`, the inner product of the gradient of electron `i`
with `v` is the derivative of the wavefunction at `r` applied to the displacement of electron `i`
alone by `v`. -/
theorem inner_electronGrad (hψ : DifferentiableAt ℝ ψ r) (i : Fin N) (v : E3) :
    inner ℝ (electronGrad ψ r i) v = fderiv ℝ ψ r (Pi.single i v) := by
  -- moving one electron is an affine map into configuration space
  have haff : (fun x : E3 => Function.update r i x) =
      fun x => (r - Pi.single i (r i)) + ContinuousLinearMap.single ℝ (fun _ => E3) i x := by
    funext x j
    by_cases h : j = i
    · subst h
      simp
    · simp [h]
  have hu : HasFDerivAt (fun x : E3 => Function.update r i x)
      (ContinuousLinearMap.single ℝ (fun _ => E3) i) (r i) := by
    rw [haff]
    exact (ContinuousLinearMap.single ℝ (fun _ => E3) i).hasFDerivAt.const_add _
  have hψ' : HasFDerivAt ψ (fderiv ℝ ψ r) (Function.update r i (r i)) := by
    rw [Function.update_eq_self]
    exact hψ.hasFDerivAt
  have hc := HasFDerivAt.comp (g := ψ) (f := fun x : E3 => Function.update r i x)
    (r i) hψ' hu
  have hg : fderiv ℝ (fun x => ψ (Function.update r i x)) (r i) =
      (fderiv ℝ ψ r).comp (ContinuousLinearMap.single ℝ (fun _ => E3) i) := hc.fderiv
  unfold electronGrad gradient
  rw [InnerProductSpace.toDual_symm_apply, hg]
  rfl

/-- If the wavefunction is differentiable at the electron positions relative to the nucleus, its
gradient with respect to the nuclear position is minus the sum of the electron gradients, taken at
those relative positions. -/
theorem hasGradientAt_nuclearShift {R : E3}
    (hψ : DifferentiableAt ℝ ψ (fun i => r i - R)) :
    HasGradientAt (nuclearShift ψ r)
      (-∑ i, electronGrad ψ (fun i => r i - R) i) R := by
  rw [hasGradientAt_iff_hasFDerivAt]
  have hs : HasFDerivAt (fun S : E3 => fun i : Fin N => r i - S)
      (ContinuousLinearMap.pi fun _ => -(ContinuousLinearMap.id ℝ E3)) R :=
    hasFDerivAt_pi.2 fun i => (hasFDerivAt_id R).const_sub (r i)
  have hc := HasFDerivAt.comp (g := ψ) (f := fun S : E3 => fun i : Fin N => r i - S)
    R hψ.hasFDerivAt hs
  refine hc.congr_fderiv (ContinuousLinearMap.ext fun v => ?_)
  change fderiv ℝ ψ (fun i => r i - R) (fun _ => -v) =
    inner ℝ (-∑ i, electronGrad ψ (fun i => r i - R) i) v
  -- a rigid displacement is the sum of the displacements of the single electrons
  have hv : (fun _ : Fin N => -v) = -∑ i, (Pi.single i v : Fin N → E3) := by
    funext j
    simp [Finset.sum_apply, Pi.single_apply]
  rw [hv, map_neg, map_sum, inner_neg_left, sum_inner]
  congr 1
  exact Finset.sum_congr rfl fun i _ => (inner_electronGrad hψ i v).symm

/-- The squared length of a sum of vectors is the sum of the squared lengths plus twice
the sum of the inner products over pairs. -/
theorem norm_sum_sq (v : Fin N → E3) :
    ‖∑ i, v i‖ ^ 2 = ∑ i, ‖v i‖ ^ 2 + 2 * ∑ i, ∑ j with i < j, inner ℝ (v i) (v j) := by
  -- each term is diagonal, above the diagonal, or below it
  have split : ∀ i j, inner ℝ (v i) (v j) = (if i = j then ‖v i‖ ^ 2 else 0)
      + (if i < j then inner ℝ (v i) (v j) else 0)
      + (if j < i then inner ℝ (v j) (v i) else 0) := by
    intro i j
    rcases lt_trichotomy i j with h | h | h
    · simp [h, h.ne, lt_asymm h]
    · subst h
      simp
    · rw [real_inner_comm]
      simp [h, h.ne', lt_asymm h]
  have h1 : ‖∑ i, v i‖ ^ 2 = ∑ i, ∑ j, inner ℝ (v i) (v j) := by
    rw [← real_inner_self_eq_norm_sq, sum_inner]
    exact Finset.sum_congr rfl fun i _ => by rw [inner_sum]
  have h2 : ∑ i, ∑ j, (if j < i then inner ℝ (v j) (v i) else 0) =
      ∑ i, ∑ j, (if i < j then inner ℝ (v i) (v j) else 0) := Finset.sum_comm
  rw [h1]
  refine Eq.trans (Finset.sum_congr rfl fun i _ =>
    Finset.sum_congr rfl fun j _ => split i j) ?_
  simp only [Finset.sum_add_distrib, Finset.sum_filter]
  rw [h2]
  simp only [Finset.sum_ite_eq, Finset.mem_univ, if_true]
  ring

/-- If the wavefunction is differentiable at `r`, its squared gradient with respect to the nuclear
position, at the origin, is the normal mass-shift density plus twice the specific mass-shift
density. -/
theorem norm_gradient_nuclearShift_sq (hψ : DifferentiableAt ℝ ψ r) :
    ‖gradient (nuclearShift ψ r) 0‖ ^ 2 =
      normalDensity ψ r + 2 * specificDensity ψ r := by
  have h0 : (fun i => r i - (0 : E3)) = r := by
    funext i
    simp
  have hg := hasGradientAt_nuclearShift (ψ := ψ) (r := r) (R := 0) (by rw [h0]; exact hψ)
  rw [h0] at hg
  rw [hg.gradient, norm_neg, norm_sum_sq]
  rfl

/-- Twice the specific density lies between minus the normal density and `N - 1` times
the normal density. -/
theorem specificDensity_bounds (ψ : (Fin N → E3) → ℝ) (r : Fin N → E3) :
    -normalDensity ψ r ≤ 2 * specificDensity ψ r ∧
      2 * specificDensity ψ r ≤ ((N : ℝ) - 1) * normalDensity ψ r := by
  have h : ‖∑ i, electronGrad ψ r i‖ ^ 2 =
      normalDensity ψ r + 2 * specificDensity ψ r := norm_sum_sq _
  -- triangle inequality, then Cauchy-Schwarz for the N lengths
  have h2 : ‖∑ i, electronGrad ψ r i‖ ^ 2 ≤ (N : ℝ) * normalDensity ψ r := by
    calc ‖∑ i, electronGrad ψ r i‖ ^ 2 ≤ (∑ i, ‖electronGrad ψ r i‖) ^ 2 :=
          pow_le_pow_left₀ (norm_nonneg _) (norm_sum_le _ _) 2
      _ ≤ (N : ℝ) * normalDensity ψ r := by
          simpa [normalDensity] using sq_sum_le_card_mul_sum_sq
            (s := (Finset.univ : Finset (Fin N))) (f := fun i => ‖electronGrad ψ r i‖)
  constructor
  · linarith [sq_nonneg ‖∑ i, electronGrad ψ r i‖]
  · linarith

/-- A differentiable wavefunction is unchanged by every rigid translation of the electrons
exactly when the normal density and twice the specific density cancel everywhere. -/
theorem translation_invariant_iff (hψ : Differentiable ℝ ψ) :
    (∀ r R, nuclearShift ψ r R = ψ r) ↔
      ∀ r, normalDensity ψ r + 2 * specificDensity ψ r = 0 := by
  constructor
  · intro h r
    have hc : nuclearShift ψ r = fun _ => ψ r := funext (h r)
    rw [← norm_gradient_nuclearShift_sq (hψ r), hc]
    simp [gradient]
  · intro h r R
    -- the nuclear gradient vanishes at every nuclear position
    have key : ∀ S, HasGradientAt (nuclearShift ψ r) 0 S := by
      intro S
      have hg := hasGradientAt_nuclearShift (ψ := ψ) (r := r) (R := S) (hψ _)
      have hz : ∑ i, electronGrad ψ (fun i => r i - S) i = 0 := by
        have h' : ‖∑ i, electronGrad ψ (fun i => r i - S) i‖ ^ 2 = 0 :=
          (norm_sum_sq _).trans (h (fun i => r i - S))
        exact norm_eq_zero.1 ((pow_eq_zero_iff two_ne_zero).1 h')
      rwa [hz, neg_zero] at hg
    have hconst : nuclearShift ψ r R = nuclearShift ψ r 0 :=
      is_const_of_fderiv_eq_zero (𝕜 := ℝ)
        (fun S => (key S).hasFDerivAt.differentiableAt)
        (fun S => by rw [(key S).hasFDerivAt.fderiv, map_zero]) R 0
    rw [hconst]
    simp [nuclearShift]

end

end MassShiftDensity
```

```lean
#print axioms MassShiftDensity.norm_gradient_nuclearShift_sq
#print axioms MassShiftDensity.specificDensity_bounds
#print axioms MassShiftDensity.translation_invariant_iff
```

```
'MassShiftDensity.norm_gradient_nuclearShift_sq' depends on axioms: [propext, Classical.choice, Quot.sound]
'MassShiftDensity.specificDensity_bounds' depends on axioms: [propext, Classical.choice, Quot.sound]
'MassShiftDensity.translation_invariant_iff' depends on axioms: [propext, Classical.choice, Quot.sound]
```

## Densities and the recoiling nucleus

A configuration `r : Fin N → E3` assigns a point of Euclidean 3-space to each of $N$ electrons. Write $g_i=\nabla_i\psi(r)$ for `electronGrad ψ r i`, the gradient with respect to electron $i$ while the others stay fixed. The function $F$ is `nuclearShift ψ r`, and the two densities are

$$
A=\sum_i\|g_i\|^2,\qquad B=\sum_{i<j}\langle g_i,g_j\rangle ,
$$

called `normalDensity` and `specificDensity`. The main theorem, `norm_gradient_nuclearShift_sq`, states that $\|\nabla F(0)\|^2=A+2B$ whenever $\psi$ is differentiable at $r$.

In atomic units, a nucleus of mass $M$ has kinetic-energy density $\|\nabla_R F\|^2/(2M)$ in gradient form. The normal part is therefore $A/(2M)$ and the specific part, also called mass polarisation, is $B/M$. The file leaves out these prefactors, and the factor 2 stands in the theorem, not in the definition of $B$.

For a single nucleus and a real, spin-free wavefunction of relative positions, the identity shows how nuclear recoil produces the pair term that is added to the one-electron term in isotope-shift calculations. It is a pointwise statement: it contains no integral over configurations, energy shift or Hamiltonian. Antisymmetry is not assumed. In a molecule, $\psi$ also depends on the positions of the other nuclei relative to the moving one, and $F$ does not describe that dependence.

## From one displaced electron to a displaced nucleus

Let $e_i(v)$ be the displacement of electron $i$ by $v$ with all others at rest, written `Pi.single i v` in Lean. Placing electron $i$ at $x$ gives the configuration $r-e_i(r_i)+e_i(x)$, which is affine in $x$ with linear part $e_i$. By the chain rule,

$$
\langle g_i,v\rangle=D\psi(r)[e_i(v)].
$$

This is `inner_electronGrad`, where `haff` supplies the affine form and `HasFDerivAt.comp` the chain rule.

Moving the nucleus by $v$ changes every relative position by $-v$, and this rigid displacement is $-\sum_i e_i(v)$. If $\psi$ is differentiable at $r-R=(r_1-R,\dots,r_N-R)$, then

$$
DF(R)[v]=-\sum_i D\psi(r-R)[e_i(v)]
=\Big\langle-\sum_i\nabla_i\psi(r-R),\,v\Big\rangle .
$$

Hence $\nabla F(R)=-\sum_i\nabla_i\psi(r-R)$, which is `hasGradientAt_nuclearShift`. It expresses momentum balance: the nuclear momentum is minus the total electronic momentum.

## Squaring the sum

At $R=0$ the minus sign disappears under the norm, and

$$
\Big\|\sum_i g_i\Big\|^2=\sum_{i,j}\langle g_i,g_j\rangle
=\sum_i\|g_i\|^2+\sum_{i<j}\langle g_i,g_j\rangle+\sum_{j<i}\langle g_i,g_j\rangle .
$$

The last two sums are equal by symmetry of the real inner product, so the total is $A+2B$. In `norm_sum_sq`, `split` performs the three-way division and `Finset.sum_comm` exchanges the indices of the lower triangle.

## How far the pair term can go

The theorem `specificDensity_bounds` states that $-A\le 2B\le (N-1)A$. The lower bound is $0\le\|\sum_i g_i\|^2=A+2B$. For the upper bound, the triangle inequality and Cauchy–Schwarz give

$$
A+2B\le\Big(\sum_i\|g_i\|\Big)^2\le N\sum_i\|g_i\|^2=NA .
$$

For one electron there are no pairs, so $B=0$, and the upper bound is also $0$, while the lower bound is $-A$.

Complete cancellation at every configuration has a precise meaning. For $\psi$ differentiable everywhere, `translation_invariant_iff` states that $A+2B=0$ at all $r$ exactly when $\psi$ is unchanged by every rigid translation of the electrons. With at least one electron, a nonzero $\psi$ of this kind is not square-integrable, so no normalised wavefunction that is differentiable everywhere has complete cancellation at every configuration. A wavefunction with a cusp at the nucleus, such as the hydrogen ground state, proportional to $e^{-\|r_1\|}$ for a fixed nucleus in atomic units, does not meet this hypothesis, although the main theorem still applies to it at every configuration where it is differentiable.

If $\psi$ is invariant, $F$ is constant, its gradient vanishes, and the main theorem gives $A+2B=0$. Conversely, fix $r$ and apply the assumed cancellation at $r-S$ for each nuclear position $S$. It gives $\|\sum_i\nabla_i\psi(r-S)\|^2=0$, hence $\nabla F(S)=0$. Since this holds for every $S$, and not only at the origin, `is_const_of_fderiv_eq_zero` makes $F$ constant, and $F(R)=F(0)=\psi(r)$.
